# An exact two-term hopping decoupling of the density interaction between two fermionic modes

For spinless lattice fermions, with one mode per site and a density interaction between sites, an auxiliary-field Monte Carlo code can split a short imaginary-time step into factors, some of which are exponentials of the density interaction on a single bond. Such an exponent is quartic in the fermion operators. The factor can be replaced by a sum over an auxiliary field of exponentials of number-conserving quadratic operators, which map Slater determinants to Slater determinants. The identity below makes this replacement exact for one bond, with a field that takes two values and couples to hopping.

## The identity and its coupling

Let $c$ and $d$ annihilate a fermion in two different modes, let $n=c^\dagger c$ and $m=d^\dagger d$, and let $K=c^\dagger d+d^\dagger c$. For $v\ge 0$ and real $l$ with $\cosh l=e^{v/2}$,

$$
e^{-v(n-\frac12)(m-\frac12)}=\tfrac12\,e^{-v/4}\left(e^{lK}+e^{-lK}\right).
$$

For a term $V(n-\frac12)(m-\frac12)$ in the Hamiltonian with $V\ge0$, and a time step $\Delta\tau$, the dimensionless strength is $v=V\Delta\tau$. A term $Vnm$ differs from this one by $\frac V2(n+m)-\frac V4$, which contains only one-body terms and a constant. The non-negative coupling is

$$
l=\ln\!\left(e^{v/2}+\sqrt{e^{v}-1}\right).
$$

At $v=0$ this gives $l=0$, and both sides are the identity. For small positive $v$ the coupling behaves as $l\approx\sqrt v$, so it shrinks with the square root of the time step.

## Where the code uses it

A code built on this identity stores a sign $s=\pm1$ for each decoupled bond and time slice, and applies $e^{slK}$. On the two orbitals of the bond, this acts on the single-particle coefficients through

$$
\begin{pmatrix}\cosh l & s\sinh l\\ s\sinh l & \cosh l\end{pmatrix},
\qquad \cosh l=e^{v/2},\quad \sinh l=\sqrt{e^{v}-1}.
$$

The factor $\tfrac12e^{-v/4}$ is the same for both signs. It therefore cancels in normalised expectation values, but it has to be kept when an absolute normalisation is computed.

## Derivation from the anticommutation relations

Allow a phase in the hopping, $K=z\,c^\dagger d+\bar z\,d^\dagger c$ with $|z|=1$. The phase is a free choice, since the density interaction does not depend on it. Unit modulus fixes the strength of $K$, with the size of the coupling carried by $l$.

**The square of $K$.** Hopping twice in the same direction is Pauli blocked: $(c^\dagger d)^2=(d^\dagger c)^2=0$. Hopping there and back gives

$$
c^\dagger d\,d^\dagger c=c^\dagger(1-d^\dagger d)c=n-nm,
\qquad
d^\dagger c\,c^\dagger d=d^\dagger(1-c^\dagger c)d=m-nm.
$$

Since $z\bar z=1$,

$$
K^2=n+m-2nm=:Q .
$$

The operator $Q$ projects onto states in which exactly one of the two modes is occupied.

**The cube of $K$.** The relations also give

$$
n\,c^\dagger d=c^\dagger d,\quad m\,c^\dagger d=0,\qquad
m\,d^\dagger c=d^\dagger c,\quad n\,d^\dagger c=0 .
$$

The product $nm$ annihilates both hopping terms from the left. Hence $QK=K$, that is $K^3=K$, and $Q^2=K^4=K^2=Q$.

**The exponential of an idempotent.** If $P^2=P$, every positive power of $P$ is $P$, and the exponential series gives

$$
e^{tP}=1+\sum_{k\ge1}\frac{t^k}{k!}P=1+(e^t-1)P .
$$

**The exponential of $K$.** Put $P=\tfrac12(K^2+K)$ and $R=\tfrac12(K^2-K)$. From $K^3=K$ it follows that $P^2=P$, $R^2=R$ and $PR=RP=0$. Since $K=P-R$,

$$
e^{lK}=e^{lP}e^{-lR}=1+(e^l-1)P+(e^{-l}-1)R
=1+\sinh l\,K+(\cosh l-1)K^2 .
$$

Adding the same expression with $-l$ removes the odd term:

$$
\tfrac12\left(e^{lK}+e^{-lK}\right)=1+(\cosh l-1)Q .
$$

**The interaction.** Expanding the product gives

$$
(n-\tfrac12)(m-\tfrac12)=nm-\tfrac12(n+m)+\tfrac14=\tfrac14-\tfrac12Q ,
$$

and therefore

$$
e^{-v(n-\frac12)(m-\frac12)}=e^{-v/4}e^{vQ/2}
=e^{-v/4}\left[1+(e^{v/2}-1)Q\right].
$$

This matches the average over signs, multiplied by $e^{-v/4}$, when $\cosh l=e^{v/2}$.

## The Lean file

```lean
import Mathlib

open Matrix ComplexConjugate

namespace HoppingChannelDecoupling

noncomputable section

variable {ι : Type*} [Fintype ι] [DecidableEq ι]

/-- Two fermionic modes: `c`, `d` and their adjoints obey the canonical anticommutation relations. -/
structure IsCARPair (c d : Matrix ι ι ℂ) : Prop where
  cc : c * c = 0
  dd : d * d = 0
  cd : c * d + d * c = 0
  c_adj : c * cᴴ + cᴴ * c = 1
  d_adj : d * dᴴ + dᴴ * d = 1
  mixed : c * dᴴ + dᴴ * c = 0

/-- The hopping operator between the two modes, with complex amplitude `z`. -/
def hopping (z : ℂ) (c d : Matrix ι ι ℂ) : Matrix ι ι ℂ :=
  z • (cᴴ * d) + conj z • (dᴴ * c)

/-- The operator `n + m - 2nm` built from the two occupation numbers. -/
def singleOcc (c d : Matrix ι ι ℂ) : Matrix ι ι ℂ :=
  cᴴ * c + dᴴ * d - (2 : ℂ) • (cᴴ * c * (dᴴ * d))

/-- The density interaction `(n - 1/2)(m - 1/2)`. -/
def interaction (c d : Matrix ι ι ℂ) : Matrix ι ι ℂ :=
  (cᴴ * c - (1 / 2 : ℂ) • 1) * (dᴴ * d - (1 / 2 : ℂ) • 1)

/-- The square of a hopping operator of unit amplitude is `n + m - 2nm`. -/
theorem hopping_sq {c d : Matrix ι ι ℂ} (h : IsCARPair c d) {z : ℂ} (hz : ‖z‖ = 1) :
    hopping z c d * hopping z c d = singleOcc c d := by
  have h2 : d * cᴴ + cᴴ * d = 0 := by
    simpa only [conjTranspose_add, conjTranspose_mul, conjTranspose_conjTranspose,
      conjTranspose_zero] using congrArg conjTranspose h.mixed
  have h3 : dᴴ * cᴴ + cᴴ * dᴴ = 0 := by
    simpa only [conjTranspose_add, conjTranspose_mul, conjTranspose_zero]
      using congrArg conjTranspose h.cd
  have z1 : z * conj z = 1 := by
    rw [Complex.mul_conj, Complex.normSq_eq_norm_sq, hz]; norm_num
  have z2 : conj z * z = 1 := by rw [mul_comm, z1]
  -- hopping twice in the same direction is Pauli blocked
  have X : cᴴ * d * (cᴴ * d) = 0 := by
    linear_combination (norm := noncomm_ring) cᴴ * h2 * d - cᴴ * cᴴ * h.dd
  have Y : dᴴ * c * (dᴴ * c) = 0 := by
    linear_combination (norm := noncomm_ring) dᴴ * h.mixed * c - dᴴ * dᴴ * h.cc
  -- hopping there and back measures the occupations
  have A : cᴴ * d * (dᴴ * c) = cᴴ * c - cᴴ * c * (dᴴ * d) := by
    linear_combination (norm := noncomm_ring)
      cᴴ * h.d_adj * c - cᴴ * dᴴ * h.cd + cᴴ * h.mixed * d
  have N : cᴴ * c * (dᴴ * d) = dᴴ * d * (cᴴ * c) := by
    linear_combination (norm := noncomm_ring)
      cᴴ * h.mixed * d - h3 * c * d + dᴴ * cᴴ * h.cd - dᴴ * h2 * c
  have B : dᴴ * c * (cᴴ * d) = dᴴ * d - cᴴ * c * (dᴴ * d) := by
    rw [N]
    linear_combination (norm := noncomm_ring)
      dᴴ * h.c_adj * d - dᴴ * cᴴ * h.cd + dᴴ * h2 * c
  unfold hopping singleOcc
  simp only [add_mul, mul_add, smul_mul_assoc, mul_smul_comm, smul_smul, X, Y, A, B, z1, z2,
    one_smul, smul_zero, zero_add, add_zero]
  module

/-- A hopping operator of unit amplitude equals its own cube. -/
theorem hopping_cube {c d : Matrix ι ι ℂ} (h : IsCARPair c d) {z : ℂ} (hz : ‖z‖ = 1) :
    hopping z c d * hopping z c d * hopping z c d = hopping z c d := by
  have h2 : d * cᴴ + cᴴ * d = 0 := by
    simpa only [conjTranspose_add, conjTranspose_mul, conjTranspose_conjTranspose,
      conjTranspose_zero] using congrArg conjTranspose h.mixed
  have hC : cᴴ * cᴴ = 0 := by rw [← conjTranspose_mul, h.cc, conjTranspose_zero]
  have hD : dᴴ * dᴴ = 0 := by rw [← conjTranspose_mul, h.dd, conjTranspose_zero]
  have a1 : cᴴ * c * (cᴴ * d) = cᴴ * d := by
    linear_combination (norm := noncomm_ring) cᴴ * h.c_adj * d - hC * c * d
  have a2 : dᴴ * d * (cᴴ * d) = 0 := by
    linear_combination (norm := noncomm_ring) dᴴ * h2 * d - dᴴ * cᴴ * h.dd
  have b1 : dᴴ * d * (dᴴ * c) = dᴴ * c := by
    linear_combination (norm := noncomm_ring) dᴴ * h.d_adj * c - hD * d * c
  have b2 : cᴴ * c * (dᴴ * c) = 0 := by
    linear_combination (norm := noncomm_ring) cᴴ * h.mixed * c - cᴴ * dᴴ * h.cc
  have a3 : cᴴ * c * (dᴴ * d) * (cᴴ * d) = 0 := by rw [mul_assoc (cᴴ * c), a2, mul_zero]
  have b3 : cᴴ * c * (dᴴ * d) * (dᴴ * c) = 0 := by rw [mul_assoc (cᴴ * c), b1, b2]
  rw [hopping_sq h hz]
  unfold hopping singleOcc
  simp only [add_mul, sub_mul, mul_add, smul_mul_assoc, mul_smul_comm, a1, a2, a3, b1, b2, b3]
  module

/-- The exponential of a multiple of an idempotent matrix. -/
theorem exp_smul_idempotent {P : Matrix ι ι ℂ} (hP : P * P = P) (t : ℂ) :
    NormedSpace.exp (t • P) = 1 + (Complex.exp t - 1) • P := by
  have hs : HasSum (fun k : ℕ => t ^ k / (k.factorial : ℂ)) (Complex.exp t) := by
    rw [Complex.exp_eq_exp_ℂ]
    exact NormedSpace.expSeries_div_hasSum_exp t
  have hsum : HasSum (fun k : ℕ => (if k = 0 then 1 - P else 0) +
      (t ^ k / (k.factorial : ℂ)) • P) (1 - P + Complex.exp t • P) :=
    (hasSum_ite_eq 0 (1 - P)).add (hs.smul_const P)
  -- every positive power of P is P
  have e : (fun k : ℕ => ((k.factorial : ℂ)⁻¹) • (t • P) ^ k) =
      fun k : ℕ => (if k = 0 then 1 - P else 0) + (t ^ k / (k.factorial : ℂ)) • P := by
    funext k
    rcases k with _ | k
    · simp
    · have hp : P ^ (k + 1) = P := by
        induction k with
        | zero => simp
        | succ k ih => rw [pow_succ, ih, hP]
      rw [smul_pow, hp, smul_smul, if_neg (Nat.succ_ne_zero k), zero_add, div_eq_inv_mul]
  rw [NormedSpace.exp_eq_tsum ℂ]
  show ∑' k : ℕ, ((k.factorial : ℂ)⁻¹) • (t • P) ^ k = _
  rw [e, hsum.tsum_eq]
  module

/-- The exponential of a multiple of a matrix that equals its own cube. -/
theorem exp_smul_of_cube {K : Matrix ι ι ℂ} (hK : K * K * K = K) (l : ℂ) :
    NormedSpace.exp (l • K) = 1 + Complex.sinh l • K + (Complex.cosh l - 1) • (K * K) := by
  have k1 : K * (K * K) = K := by rw [← mul_assoc, hK]
  have k2 : K * K * (K * K) = K * K := by rw [← mul_assoc, hK]
  -- split K into two orthogonal idempotents
  obtain ⟨P, hP⟩ : ∃ P, P = (1 / 2 : ℂ) • (K * K + K) := ⟨_, rfl⟩
  obtain ⟨R, hR⟩ : ∃ R, R = (1 / 2 : ℂ) • (K * K - K) := ⟨_, rfl⟩
  have expand : P * P = P ∧ R * R = R ∧ P * R = 0 ∧ R * P = 0 := by
    rw [hP, hR]
    refine ⟨?_, ?_, ?_, ?_⟩ <;>
      simp only [smul_mul_assoc, mul_smul_comm, add_mul, mul_add, sub_mul, mul_sub, hK, k1, k2] <;>
      module
  obtain ⟨hPP, hRR, hPR, hRP⟩ := expand
  have hcomm : Commute P R := by
    show P * R = R * P
    rw [hPR, hRP]
  have hs : l • K = l • P + (-l) • R := by rw [hP, hR]; module
  rw [hs, Matrix.exp_add_of_commute _ _ ((hcomm.smul_left l).smul_right (-l)),
    exp_smul_idempotent hPP, exp_smul_idempotent hRR]
  simp only [mul_add, add_mul, smul_mul_assoc, mul_smul_comm, hPR, smul_zero, one_mul, mul_one,
    add_zero]
  rw [hP, hR, Complex.sinh, Complex.cosh]
  module

/-- Hopping-channel decoupling: the exponential of `-v` times the density interaction is `exp
(-v/4)` times the average over two signs of exponentials of a hopping operator, for complex `v`, `l`
with `cosh l = exp (v/2)`. -/
theorem hopping_decoupling {c d : Matrix ι ι ℂ} (h : IsCARPair c d) {z : ℂ} (hz : ‖z‖ = 1)
    {v l : ℂ} (hl : Complex.cosh l = Complex.exp (v / 2)) :
    NormedSpace.exp ((-v) • interaction c d) = (1 / 2 * Complex.exp (-v / 4)) •
      (NormedSpace.exp (l • hopping z c d) + NormedSpace.exp ((-l) • hopping z c d)) := by
  have hK := hopping_cube h hz
  have hQ : singleOcc c d * singleOcc c d = singleOcc c d := by
    rw [← hopping_sq h hz, ← mul_assoc, hK]
  -- the interaction is 1/4 - Q/2
  have hI : (-v) • interaction c d = (-v / 4) • 1 + (v / 2) • singleOcc c d := by
    unfold interaction singleOcc
    simp only [sub_mul, mul_sub, smul_mul_assoc, mul_smul_comm, one_mul, mul_one]
    module
  have h1 : (1 : Matrix ι ι ℂ) + (Complex.exp (-v / 4) - 1) • 1 =
      Complex.exp (-v / 4) • 1 := by module
  rw [hI, Matrix.exp_add_of_commute _ _
      (((Commute.one_left (singleOcc c d)).smul_left _).smul_right _),
    exp_smul_idempotent (one_mul 1), exp_smul_idempotent hQ, h1, smul_mul_assoc, one_mul,
    exp_smul_of_cube hK, exp_smul_of_cube hK, Complex.sinh_neg, Complex.cosh_neg, hl,
    hopping_sq h hz]
  module

/-- For `v ≥ 0`, the real coupling `arcosh (exp (v/2))` of the auxiliary field, written as a
logarithm. -/
def realField (v : ℝ) : ℝ := Real.log (Real.exp (v / 2) + √(Real.exp (v / 2) ^ 2 - 1))

/-- For `v ≥ 0` the decoupling with hopping operator `cᴴ * d + dᴴ * c` holds with the explicit real
coupling `realField v`. -/
theorem decoupling_repulsive {c d : Matrix ι ι ℂ} (h : IsCARPair c d) {v : ℝ} (hv : 0 ≤ v) :
    NormedSpace.exp ((-(v : ℂ)) • interaction c d) = (1 / 2 * Complex.exp (-(v : ℂ) / 4)) •
      (NormedSpace.exp ((realField v : ℂ) • (cᴴ * d + dᴴ * c)) +
        NormedSpace.exp ((-(realField v : ℂ)) • (cᴴ * d + dᴴ * c))) := by
  have hr : Real.cosh (realField v) = Real.exp (v / 2) := by
    have hx : 1 ≤ Real.exp (v / 2) := Real.one_le_exp (by linarith)
    have hs := Real.sq_sqrt (show 0 ≤ Real.exp (v / 2) ^ 2 - 1 by nlinarith)
    have hy : 0 < Real.exp (v / 2) + √(Real.exp (v / 2) ^ 2 - 1) := by positivity
    have hi : (Real.exp (v / 2) + √(Real.exp (v / 2) ^ 2 - 1))⁻¹ =
        Real.exp (v / 2) - √(Real.exp (v / 2) ^ 2 - 1) :=
      inv_eq_of_mul_eq_one_right (by linear_combination -hs)
    rw [realField, Real.cosh_eq, Real.exp_neg, Real.exp_log hy, hi]
    ring
  have hl : Complex.cosh (realField v : ℂ) = Complex.exp ((v : ℂ) / 2) := by
    rw [← Complex.ofReal_cosh, hr]; push_cast; rfl
  have hop : hopping 1 c d = cᴴ * d + dᴴ * c := by simp [hopping]
  rw [← hop]
  exact hopping_decoupling h norm_one hl

/-- For `v ≤ 0` the decoupling holds with the imaginary coupling `i arccos (exp (v/2))`. -/
theorem decoupling_attractive {c d : Matrix ι ι ℂ} (h : IsCARPair c d) {z : ℂ} (hz : ‖z‖ = 1)
    {v : ℝ} (hv : v ≤ 0) :
    NormedSpace.exp ((-(v : ℂ)) • interaction c d) = (1 / 2 * Complex.exp (-(v : ℂ) / 4)) •
      (NormedSpace.exp (((Real.arccos (Real.exp (v / 2)) : ℂ) * Complex.I) • hopping z c d) +
        NormedSpace.exp
          ((-((Real.arccos (Real.exp (v / 2)) : ℂ) * Complex.I)) • hopping z c d)) := by
  apply hopping_decoupling h hz
  rw [Complex.cosh_mul_I, ← Complex.ofReal_cos, Real.cos_arccos
    (by linarith [Real.exp_pos (v / 2)]) (Real.exp_le_one_iff.mpr (by linarith))]
  push_cast
  rfl

/-- The explicit four-dimensional Jordan-Wigner matrices form a pair of fermionic modes. -/
theorem isCARPair_witness :
    IsCARPair (!![0, 0, 1, 0; 0, 0, 0, 1; 0, 0, 0, 0; 0, 0, 0, 0] : Matrix (Fin 4) (Fin 4) ℂ)
      !![0, 1, 0, 0; 0, 0, 0, 0; 0, 0, 0, -1; 0, 0, 0, 0] := by
  -- write both adjoints as explicit matrices
  have hc : (!![0, 0, 1, 0; 0, 0, 0, 1; 0, 0, 0, 0; 0, 0, 0, 0] : Matrix (Fin 4) (Fin 4) ℂ)ᴴ =
      !![0, 0, 0, 0; 0, 0, 0, 0; 1, 0, 0, 0; 0, 1, 0, 0] := by
    ext i j
    fin_cases i <;> fin_cases j <;> simp [Matrix.conjTranspose_apply]
  have hd : (!![0, 1, 0, 0; 0, 0, 0, 0; 0, 0, 0, -1; 0, 0, 0, 0] : Matrix (Fin 4) (Fin 4) ℂ)ᴴ =
      !![0, 0, 0, 0; 1, 0, 0, 0; 0, 0, 0, 0; 0, 0, -1, 0] := by
    ext i j
    fin_cases i <;> fin_cases j <;> simp [Matrix.conjTranspose_apply]
  constructor <;> (try simp only [hc, hd]) <;> ext i j <;> fin_cases i <;> fin_cases j <;>
    simp [Matrix.mul_apply, Fin.sum_univ_succ]

end

end HoppingChannelDecoupling
```

```lean
#print axioms HoppingChannelDecoupling.hopping_decoupling
#print axioms HoppingChannelDecoupling.decoupling_repulsive
#print axioms HoppingChannelDecoupling.decoupling_attractive
```

```
'HoppingChannelDecoupling.hopping_decoupling' depends on axioms: [propext, Classical.choice, Quot.sound]
'HoppingChannelDecoupling.decoupling_repulsive' depends on axioms: [propext, Classical.choice, Quot.sound]
'HoppingChannelDecoupling.decoupling_attractive' depends on axioms: [propext, Classical.choice, Quot.sound]
```

## How the Lean statement represents the two modes

The modes are square complex matrices over a finite index type `ι`, and `ᴴ` is the conjugate transpose, written $\dagger$ above. The structure `IsCARPair c d` holds six relations: Pauli exclusion within each mode, the normalisation of each mode, and the anticommutation of the two modes with each other. The remaining relations are their adjoints, and the proofs derive them where needed.

`hopping z c d` is $K$, `singleOcc c d` is $Q$, and `interaction c d` is $(n-\frac12)(m-\frac12)$. `NormedSpace.exp` is the matrix exponential.

The main theorem, `hopping_decoupling`, takes complex `v` and `l` with $\cosh l=e^{v/2}$ and a hopping amplitude with `‖z‖ = 1`. It has no sign condition on `v`, because the algebra needs none. For real $v\ne0$, the sign decides whether the coupling can be real or purely imaginary:

- `decoupling_repulsive` treats real $v\ge0$ and $z=1$, with the explicit real coupling `realField v`.
- `decoupling_attractive` treats real $v\le0$ and any unit phase, with the imaginary coupling $l=i\arccos(e^{v/2})$.

`isCARPair_witness` checks that an explicit pair of $4\times4$ Jordan–Wigner matrices satisfies the relations.

The theorem could also have been stated for those $4\times4$ matrices alone. The proof would then reduce to a computation in a fixed basis, but the result would cover only an isolated bond. With the relations as the hypothesis, it applies directly to two modes within the Fock space of a larger finite lattice.

## How the proof follows the algebra

`hopping_sq` proves $K^2=Q$. Its intermediate facts `X` and `Y` are the Pauli-blocked products, and `A` and `B` are the two return hops. Each is obtained by `linear_combination` with `noncomm_ring`, which multiplies the anticommutation relations by matrices from the left and right and adds them without changing the order of any product.

`hopping_cube` proves $K^3=K$ by evaluating $n$, $m$ and $nm$ on each hopping term. `exp_smul_idempotent` sums the exponential series, with the zeroth term treated separately. `exp_smul_of_cube` introduces the idempotents `P` and `R`, shows that they commute, and factors the exponential accordingly.

In `hopping_decoupling`, the fact `hI` rewrites the exponent as a multiple of the identity plus $vQ/2$. These two parts commute, so the exponential factors. After the closed forms are inserted, `module` compares the coefficients of the identity, $K$ and $Q$.

The two corollaries only have to verify the condition on the coupling. For $v\ge0$, set $x=e^{v/2}$ and $r=\sqrt{x^2-1}$. Then $(x+r)(x-r)=1$, so $l=\ln(x+r)$ has $\cosh l=x$. For $v\le0$, the condition follows from $\cosh(i\theta)=\cos\theta$ with $\theta=\arccos(e^{v/2})$.

## One exact bond factor, not a whole simulation

The theorems establish an operator identity for one pair of modes in finite dimension, in exact arithmetic. The time-step error from splitting the full Hamiltonian is a separate matter. Hopping operators on bonds that share a site generally do not commute, so when several bonds are decoupled, the product for a given set of signs generally depends on the order of the bonds. The full sum over signs, taken with one fixed order, does not depend on which order was chosen, because the density interactions themselves commute.

The identity also leaves open the sign or phase of the Monte Carlo weight. A real coupling makes each matrix in the decomposition Hermitian, but the weight of a configuration comes from a product of many such factors, and its sign depends on the lattice, the filling and the other terms in the Hamiltonian.
